# The energy eigenvalues of a free particle on a ring with flux $a$ are the numbers $(n-a)^2$, $n$ an integer

Substituting $e^{in\theta}$ into the Schrödinger equation of a charged particle on a ring threaded by flux gives the energy $(n-a)^2$. Here $a$ is the flux in units of the flux quantum $h/q$, and the energy is in units of $\hbar^2/(2MR^2)$, for a particle of charge $q$ and mass $M$ on a ring of radius $R$. If that is all one knows, the lowest energy is still undetermined: some other periodic function might lie below every level on the list, and a ground-state energy read off from the list would rest on a list not known to be complete. There is also an error in the other direction. Writing $\psi = e^{ia\theta}f$ removes $a$ from the differential equation, which suggests that the flux has no effect at all. But for periodic $\psi\neq 0$, $f$ is periodic only when $a$ is an integer, so the flux has merely moved into the boundary condition.

Both questions are settled by finding every eigenvalue that belongs to a twice differentiable, single-valued wavefunction. For one non-interacting particle on a uniform ring, the result gives the Aharonov–Bohm dependence of the energies on flux. The same formula gives the energies of a free particle in a one-dimensional periodic cell of length $2\pi$ at Bloch wave number $-a$.

## The ring, its momentum and its Hamiltonian

Let $\theta$ be the angle, $\Phi$ the enclosed flux, and $q$, $M$ and $R$ the particle's charge, its mass and the ring's radius. Energies are measured in units of $\hbar^2/(2MR^2)$, and $a = q\Phi/h$ is the flux in units of the flux quantum $h/q$. It may be any real number. In the code `I` is the imaginary unit.

In Lean 4 with Mathlib:

```lean
import Mathlib

open Complex (I)

namespace FluxRing

noncomputable section
```

The kinetic angular momentum, in units of $\hbar$, is

$$P\psi = -i\psi' - a\psi .$$

A wavefunction is represented as a function from the real line to the complex numbers, and $P$ sends one such function to another.

```lean
/-- The kinetic angular momentum `-i d/dθ - a` on a ring with flux `a`. -/
def kineticMomentum (a : ℝ) (ψ : ℝ → ℂ) : ℝ → ℂ :=
  fun θ => -I * deriv ψ θ - (a : ℂ) * ψ θ
```

The Hamiltonian is this operator applied twice, $H = P^2$. There is no potential along the ring.

```lean
/-- The ring Hamiltonian `(-i d/dθ - a)²`. -/
def ringHamiltonian (a : ℝ) (ψ : ℝ → ℂ) : ℝ → ℂ :=
  kineticMomentum a (kineticMomentum a ψ)
```

The candidate eigenfunctions are the angular waves $e^{in\theta}$ with $n$ an integer. They are left unnormalised; the normalised waves are $e^{in\theta}/\sqrt{2\pi}$, and the constant factor does not affect the eigenvalue.

```lean
/-- The angular wave `exp(i n θ)`. -/
def ringMode (n : ℤ) : ℝ → ℂ := fun θ => Complex.exp (I * (n : ℂ) * (θ : ℂ))
```

The corresponding energies are defined as real numbers,

$$E_n(a) = (n-a)^2 .$$

```lean
/-- The energy `(n - a)²`. -/
def ringLevel (a : ℝ) (n : ℤ) : ℝ := ((n : ℝ) - a) ^ 2
```

Since the functions live on the whole line, the ring enters through the condition $\psi(\theta+2\pi)=\psi(\theta)$. An admissible state must satisfy it and be twice differentiable, so that both applications of $P$ involve genuine derivatives.

```lean
/-- A twice differentiable wavefunction that is single-valued on the ring. -/
def IsRingState (ψ : ℝ → ℂ) : Prop :=
  Differentiable ℝ ψ ∧ Differentiable ℝ (deriv ψ) ∧ ∀ θ, ψ (θ + 2 * Real.pi) = ψ θ
```

The spectrum is the set of complex $E$ for which $H\psi = E\psi$ has a nonzero admissible solution. Neither reality nor discreteness is built into this definition. It is a set of eigenvalues and carries no multiplicities; no Hilbert space is constructed, and self-adjointness of $H$ plays no part.

```lean
/-- The complex numbers `E` for which `H ψ = E ψ` has a nonzero solution that is twice
differentiable and single-valued on the ring. -/
def ringSpectrum (a : ℝ) : Set ℂ :=
  {E | ∃ ψ : ℝ → ℂ, IsRingState ψ ∧ ψ ≠ 0 ∧ ringHamiltonian a ψ = fun θ => E * ψ θ}
```

## Angular waves have energy $(n-a)^2$

For any complex constant $c$,

$$\frac{d}{d\theta}e^{c\theta} = c\,e^{c\theta}.$$

The lemma obtains this from the chain rule for the complex exponential, restricted to real $\theta$.

```lean
/-- The derivative of `exp(c θ)` along the real angle is `c exp(c θ)`. -/
lemma hasDerivAt_wave (c : ℂ) (θ : ℝ) :
    HasDerivAt (fun t : ℝ => Complex.exp (c * (t : ℂ))) (c * Complex.exp (c * (θ : ℂ))) θ := by
  have h : HasDerivAt (fun z : ℂ => Complex.exp (c * z))
      (Complex.exp (c * (θ : ℂ)) * (c * 1)) (θ : ℂ) :=
    ((hasDerivAt_id' (θ : ℂ)).const_mul c).cexp
  exact h.comp_ofReal.congr_deriv (by ring)
```

Now take any multiple $c\,e^{in\theta}$. Then

$$P(c\,e^{in\theta}) = -i\,(in)\,c\,e^{in\theta} - a\,c\,e^{in\theta} = (n-a)\,c\,e^{in\theta}.$$

The proof inserts the derivative and finishes with $i^2=-1$, which is the role of `Complex.I_sq` in the last line.

```lean
/-- Any multiple of `exp(i n θ)` is multiplied by `n - a` under the kinetic momentum. -/
theorem kineticMomentum_mode (a : ℝ) (n : ℤ) (c : ℂ) :
    kineticMomentum a (fun θ => c * ringMode n θ) =
      fun θ => ((n : ℂ) - a) * (c * ringMode n θ) := by
  funext θ
  have h : deriv (fun t => c * ringMode n t) θ = c * (I * (n : ℂ) * ringMode n θ) :=
    ((hasDerivAt_wave (I * (n : ℂ)) θ).const_mul c).deriv
  simp only [kineticMomentum]
  rw [h]
  linear_combination (-(c * (n : ℂ) * ringMode n θ)) * Complex.I_sq
```

Applying $P$ once gives $(n-a)e^{in\theta}$, again a multiple of the same wave. A second application gives

$$H e^{in\theta} = (n-a)^2 e^{in\theta}.$$

The code uses the preceding theorem twice, first with $c=1$ and then with $c=n-a$.

```lean
/-- The wave `exp(i n θ)` is an eigenfunction of the ring Hamiltonian with eigenvalue
`(n - a)²`. -/
theorem ringHamiltonian_mode (a : ℝ) (n : ℤ) :
    ringHamiltonian a (ringMode n) = fun θ => (ringLevel a n : ℂ) * ringMode n θ := by
  have h1 : kineticMomentum a (ringMode n) = fun θ => ((n : ℂ) - a) * ringMode n θ := by
    simpa using kineticMomentum_mode a n 1
  unfold ringHamiltonian
  rw [h1, kineticMomentum_mode]
  funext θ
  simp only [ringLevel]
  push_cast
  ring
```

The wave is also admissible. Its derivative is $in\,e^{in\theta}$, which is differentiable again, and

$$e^{in(\theta+2\pi)} = e^{in\theta}e^{2\pi i n} = e^{in\theta}.$$

```lean
/-- The wave `exp(i n θ)` is twice differentiable and single-valued on the ring. -/
lemma isRingState_mode (n : ℤ) : IsRingState (ringMode n) := by
  have hd : Differentiable ℝ (ringMode n) :=
    fun θ => (hasDerivAt_wave (I * (n : ℂ)) θ).differentiableAt
  have he : deriv (ringMode n) = fun θ => I * (n : ℂ) * ringMode n θ :=
    funext fun θ => (hasDerivAt_wave (I * (n : ℂ)) θ).deriv
  refine ⟨hd, ?_, fun θ => ?_⟩
  · rw [he]
    exact hd.const_mul _
  · exact Complex.exp_eq_exp_iff_exists_int.2 ⟨n, by push_cast; ring⟩
```

## Going once around the ring quantises the momentum

Suppose that $\varphi$ is nonzero, differentiable and periodic, and that $P\varphi = k\varphi$ for some complex $k$. Multiplying $-i\varphi' - a\varphi = k\varphi$ by $i$ gives

$$\varphi' = i(k+a)\varphi .$$

Set $g(\theta) = e^{-i(k+a)\theta}\varphi(\theta)$. The product rule gives

$$g' = -i(k+a)\,g + e^{-i(k+a)\theta}\,i(k+a)\varphi = 0,$$

so $g$ is constant. Choose a point $x$ with $\varphi(x)\neq 0$. Comparing $g(x+2\pi)$ with $g(x)$ and using $\varphi(x+2\pi)=\varphi(x)$, we may cancel $\varphi(x)$:

$$e^{-i(k+a)(x+2\pi)} = e^{-i(k+a)x}.$$

Two exponentials agree exactly when their exponents differ by an integer multiple of $2\pi i$. Hence, for some integer $n$,

$$-i(k+a)\,2\pi = 2\pi i\,n, \qquad k = -n-a .$$

The integer promised by the theorem is therefore $-n$. In the code, `hd` is the first-order equation, `hg` says that $g'=0$, and `hc` compares the two ends of the circuit. Because $k$ was allowed to be complex, its reality is a conclusion.

```lean
/-- A nonzero, differentiable, single-valued eigenfunction of the kinetic momentum has eigenvalue `n
- a` for some integer `n`. -/
theorem momentum_quantized (a : ℝ) (k : ℂ) (φ : ℝ → ℂ) (hφ : Differentiable ℝ φ)
    (hper : ∀ θ, φ (θ + 2 * Real.pi) = φ θ) (hne : φ ≠ 0)
    (hk : ∀ θ, kineticMomentum a φ θ = k * φ θ) : ∃ n : ℤ, k = (n : ℂ) - a := by
  have hd : ∀ θ, deriv φ θ = I * (k + a) * φ θ := by
    intro θ
    have h := hk θ
    simp only [kineticMomentum] at h
    linear_combination I * h + deriv φ θ * Complex.I_sq
  -- removing the expected exponential leaves a constant
  have hg : ∀ θ, HasDerivAt
      (fun t : ℝ => Complex.exp (-(I * (k + a)) * (t : ℂ)) * φ t) 0 θ := by
    intro θ
    refine ((hasDerivAt_wave (-(I * (k + a))) θ).fun_mul (hφ θ).hasDerivAt).congr_deriv ?_
    rw [hd θ]
    ring
  obtain ⟨x, hx⟩ := Function.ne_iff.1 hne
  have hx' : φ x ≠ 0 := hx
  have hc := is_const_of_deriv_eq_zero (fun θ => (hg θ).differentiableAt)
    (fun θ => (hg θ).deriv) (x + 2 * Real.pi) x
  simp only [hper] at hc
  -- going once around the ring fixes the exponent up to an integer
  obtain ⟨n, hn⟩ := Complex.exp_eq_exp_iff_exists_int.1 (mul_right_cancel₀ hx' hc)
  push_cast at hn
  refine ⟨-n, ?_⟩
  have h0 : (2 * (Real.pi : ℂ) * I) ≠ 0 := Complex.two_pi_I_ne_zero
  apply mul_left_cancel₀ h0
  push_cast
  linear_combination -hn
```

## No other energies occur

Let $\psi$ be a nonzero admissible state with $H\psi = E\psi$. Every complex number has a complex square root, so write $E=k^2$. The equation then factorises:

$$(P-k)(P+k)\psi = 0 .$$

Put $\chi = P\psi + k\psi$. There are two cases.

If $\chi = 0$, then $P\psi = -k\psi$. The quantisation result gives $-k=n-a$ for some integer $n$, and so $E = k^2 = (n-a)^2$.

If $\chi\neq 0$, then

$$P\chi = P^2\psi + kP\psi = k^2\psi + kP\psi = k\chi .$$

The function $\chi$ is differentiable because $\psi$ is twice differentiable, and periodic because $\psi$ and $\psi'$ both are. Quantisation now applies to $\chi$ and gives $k=n-a$, so again $E=(n-a)^2$. The argument includes $k=0$ without change.

Conversely, every $(n-a)^2$ occurs, since $e^{in\theta}$ is an admissible eigenfunction and never vanishes. Together these give

$$\{\text{eigenvalues of } H\} = \{(n-a)^2 : n\in\mathbb{Z}\}.$$

The code splits on whether $\chi$ is the zero function (`by_cases h0`). In the second case `hdper` supplies the periodicity of $\psi'$, and the final `linear_combination` of that branch is the computation of $P\chi$.

```lean
/-- The eigenvalues of the ring Hamiltonian are exactly the numbers `(n - a)²` with `n` an
integer. -/
theorem ringSpectrum_eq (a : ℝ) :
    ringSpectrum a = Set.range (fun n : ℤ => (ringLevel a n : ℂ)) := by
  ext E
  constructor
  · rintro ⟨ψ, ⟨h1, h2, hper⟩, hne, hE⟩
    obtain ⟨k, hk⟩ := IsAlgClosed.exists_pow_nat_eq E (n := 2) (by norm_num)
    have hP : Differentiable ℝ (kineticMomentum a ψ) :=
      (h2.const_mul (-I)).sub (h1.const_mul (a : ℂ))
    -- factor H - k² as (P - k)(P + k)
    by_cases h0 : (fun θ => kineticMomentum a ψ θ + k * ψ θ) = 0
    · obtain ⟨n, hn⟩ := momentum_quantized a (-k) ψ h1 hper hne (fun θ => by
        have h : kineticMomentum a ψ θ + k * ψ θ = 0 := congrFun h0 θ
        linear_combination h)
      refine ⟨n, ?_⟩
      simp only [ringLevel]
      push_cast
      rw [← hn, ← hk]
      ring
    · have hdper : ∀ θ, deriv ψ (θ + 2 * Real.pi) = deriv ψ θ := by
        intro θ
        have hs : (fun x => ψ (x + 2 * Real.pi)) = ψ := funext hper
        rw [← deriv_comp_add_const, hs]
      obtain ⟨n, hn⟩ := momentum_quantized a k _ (hP.add (h1.const_mul k))
        (fun θ => by
          change kineticMomentum a ψ (θ + 2 * Real.pi) + k * ψ (θ + 2 * Real.pi) =
            kineticMomentum a ψ θ + k * ψ θ
          simp only [kineticMomentum, hper, hdper]) h0 (fun θ => by
          have hD : deriv (fun t => kineticMomentum a ψ t + k * ψ t) θ =
              deriv (kineticMomentum a ψ) θ + k * deriv ψ θ :=
            ((hP θ).hasDerivAt.fun_add ((h1 θ).hasDerivAt.const_mul k)).deriv
          have hH : -I * deriv (kineticMomentum a ψ) θ - (a : ℂ) * kineticMomentum a ψ θ =
              E * ψ θ := congrFun hE θ
          have hp : kineticMomentum a ψ θ = -I * deriv ψ θ - (a : ℂ) * ψ θ := rfl
          change -I * deriv (fun t => kineticMomentum a ψ t + k * ψ t) θ -
            (a : ℂ) * (kineticMomentum a ψ θ + k * ψ θ) =
            k * (kineticMomentum a ψ θ + k * ψ θ)
          rw [hD]
          linear_combination hH - k * hp - ψ θ * hk)
      refine ⟨n, ?_⟩
      simp only [ringLevel]
      push_cast
      rw [← hn, hk]
  · rintro ⟨n, rfl⟩
    refine ⟨ringMode n, isRingState_mode n, ?_, ringHamiltonian_mode a n⟩
    intro h
    exact Complex.exp_ne_zero _ (congrFun h 0)
```

## One flux quantum restores the spectrum

Raising the flux by one unit relabels the levels:

$$\bigl(n-(a+1)\bigr)^2 = \bigl((n-1)-a\bigr)^2 .$$

Level $n$ at flux $a+1$ is level $n-1$ at flux $a$; in the other direction, level $n$ at flux $a$ is level $n+1$ at flux $a+1$. The set of energies is unchanged, although the energy attached to a fixed $n$ generally is not.

```lean
/-- The spectrum is unchanged when the flux increases by one. -/
theorem ringSpectrum_add_one (a : ℝ) : ringSpectrum (a + 1) = ringSpectrum a := by
  rw [ringSpectrum_eq, ringSpectrum_eq]
  ext E
  constructor
  · rintro ⟨n, rfl⟩
    exact ⟨n - 1, by simp only [ringLevel]; push_cast; ring⟩
  · rintro ⟨n, rfl⟩
    exact ⟨n + 1, by simp only [ringLevel]; push_cast; ring⟩
```

## The lowest energy never exceeds $1/4$

Let $n$ be an integer nearest to $a$ (there are two when $a$ is a half-integer, and either will do). Then $|a-n|\le \tfrac12$, and squaring gives

$$(n-a)^2 \le \tfrac14 .$$

The code takes `round a` for this integer and uses the complete spectrum to confirm that its energy belongs there.

```lean
/-- At every flux the ring has an energy eigenvalue at most `1/4`. -/
theorem exists_low_level (a : ℝ) : ∃ E : ℝ, (E : ℂ) ∈ ringSpectrum a ∧ E ≤ 1 / 4 := by
  refine ⟨ringLevel a (round a), ?_, ?_⟩
  · rw [ringSpectrum_eq]
    exact ⟨round a, rfl⟩
  · have h := abs_le.1 (abs_sub_round a)
    simp only [ringLevel]
    nlinarith [h.1, h.2]
```

At half flux the bound is attained. For $a=\tfrac12$, an integer $n\le 0$ has $n-\tfrac12\le-\tfrac12$, while an integer $n\ge 1$ has $n-\tfrac12\ge\tfrac12$. In either case

$$(n-\tfrac12)^2\ge\tfrac14 .$$

Combined with the upper bound, this makes $\tfrac14$ the ground-state energy at half flux. The theorem speaks of real $E$ so that the inequality makes sense; this excludes nothing, because all the eigenvalues have been shown to be real.

```lean
/-- At flux `1/2` every real energy eigenvalue is at least `1/4`. -/
theorem half_flux_bound (E : ℝ) (hE : (E : ℂ) ∈ ringSpectrum (1 / 2)) : 1 / 4 ≤ E := by
  rw [ringSpectrum_eq] at hE
  obtain ⟨n, hn⟩ := hE
  have h : ringLevel (1 / 2) n = E := Complex.ofReal_injective hn
  rw [← h]
  simp only [ringLevel]
  -- no integer lies strictly between 0 and 1
  rcases le_or_gt n 0 with h0 | h0
  · have h1 : (n : ℝ) ≤ 0 := by exact_mod_cast h0
    nlinarith
  · have h1 : (1 : ℝ) ≤ n := by exact_mod_cast h0
    nlinarith
```

## Level crossings occur at $n+m=2a$

For distinct integers $n$ and $m$, factor the difference of the energies:

$$(n-a)^2-(m-a)^2 = (n-m)(n+m-2a).$$

The first factor is nonzero, so the energies agree exactly when $n+m=2a$. Two different angular waves can therefore be degenerate only when $2a$ is an integer. The theorem compares the energies of two labelled waves and does not compute the dimension of an eigenspace. Its forward direction cancels the factor $n-m$, and its reverse direction multiplies by it.

```lean
/-- Two distinct angular waves have the same energy exactly when `n + m = 2a`. -/
theorem degenerate_iff (a : ℝ) {n m : ℤ} (hnm : n ≠ m) :
    ringLevel a n = ringLevel a m ↔ (n : ℝ) + m = 2 * a := by
  have hne : (n : ℝ) - m ≠ 0 := sub_ne_zero.2 (by exact_mod_cast hnm)
  simp only [ringLevel]
  constructor
  · intro h
    apply mul_left_cancel₀ hne
    linear_combination h
  · intro h
    linear_combination ((n : ℝ) - m) * h

end

end FluxRing
```

## Levels at $a=0.3$, $1.3$ and $0.5$

At $a=0.3$ the waves $n=0,1,-1,2$ have energies

$$0.09,\quad 0.49,\quad 1.69,\quad 2.89 .$$

The lowest belongs to $n=0$, the integer nearest to $0.3$, and is below $0.25$. Since $2a=0.6$ is not an integer, no two waves are degenerate. At $a=1.3$ the same four energies belong to $n=1,2,0,3$, each label having risen by one.

At $a=0.5$ the waves $n=0$ and $n=1$ both have energy $0.25$, and $n=-1$ and $n=2$ both have energy $2.25$. In each pair the labels add up to $1=2a$.

```lean
#print axioms FluxRing.ringSpectrum_eq
#print axioms FluxRing.ringSpectrum_add_one
#print axioms FluxRing.half_flux_bound
#print axioms FluxRing.degenerate_iff
```

```
'FluxRing.ringSpectrum_eq' depends on axioms: [propext, Classical.choice, Quot.sound]
'FluxRing.ringSpectrum_add_one' depends on axioms: [propext, Classical.choice, Quot.sound]
'FluxRing.half_flux_bound' depends on axioms: [propext, Classical.choice, Quot.sound]
'FluxRing.degenerate_iff' depends on axioms: [propext, Classical.choice, Quot.sound]
```
